# A four-state symmetric Hamiltonian with singles EOM excitation energies $i$ and $-i$ at a nonzero cluster solution

By an excitation energy in equation-of-motion (EOM) coupled-cluster theory I mean an eigenvalue of the block of $\bar H=e^{-T}He^{T}$ on a chosen set of excited determinants, measured from the coupled-cluster energy $E$. I have read that these can be complex even when $H$ is real symmetric and the cluster equations are solved exactly. Is there an example small enough to work through by hand, with a rigorous, machine-checked proof?

## Projecting out the double can make the spectrum complex

Four states suffice: a reference $e_0$, singles $e_1,e_2$ and a double $e_3$. Let $E_{ij}$ send $e_j$ to $e_i$, and take $T=E_{10}+E_{20}+E_{31}+E_{32}$. This is the sum of two single-excitation operators, $E_{10}+E_{32}$ and $E_{20}+E_{31}$, each with amplitude one. For real couplings $g,d$, let

$$H=\begin{pmatrix}0&0&0&0\\0&-g-d&d&g\\0&d&g-d&-g\\0&g&-g&0\end{pmatrix}.$$

Since $T^2=2E_{30}$ and $T^3=0$, the exponentials are $e^{\pm T}=1\pm T+E_{30}$. Thus $e^Te_0=e_0+e_1+e_2+e_3$. Every row of $H$ sums to zero, so $He^Te_0=0$ and $\bar He_0=0$. This gives $E=0$ and vanishing residuals.

For the singles,

$$\begin{aligned}
He^Te_1&=H(e_1+e_3)=-d\,e_1+(d-g)e_2+g\,e_3,\\
He^Te_2&=H(e_2+e_3)=(d+g)e_1-d\,e_2-g\,e_3.
\end{aligned}$$

Multiplying by $e^{-T}$ changes only the $e_3$ components here, so the singles block and its secular equation are

$$M=\begin{pmatrix}-d&d+g\\d-g&-d\end{pmatrix},\qquad (\mu+d)^2=d^2-g^2.$$

All excitation energies are real exactly when $g^2\le d^2$. At $g=1,d=0$ the equation is $\mu^2=-1$, so $\mu=\pm i$. In the limiting case $g=d\ne0$, the two roots merge at $-d$ and $M$ has only one independent eigenvector.

The full $\bar H$ behaves differently. If $\bar Hv=\mu v$ with $v\ne0$, then $w=e^Tv$ is nonzero and $Hw=\mu w$. Hermiticity gives $\mu\langle w|w\rangle=\mu^*\langle w|w\rangle$, so $\mu$ is real. The singles block alone is not similar to $H$ and has no such protection.

In the Lean file, `ham g d` is $H$, `cluster` is $T$, and `hbar` uses the matrix exponential. The matrices are complex, but `g` and `d` are real. The map `singles` sends indices 0 and 1 to basis positions 1 and 2; `eomMatrix` takes that block and subtracts the coupled-cluster energy $\bar H_{00}$ times the identity. `IsEigenvalue` requires a nonzero eigenvector.

The final theorem, `complex_excitation_energies`, identifies the matrices at $g=1,d=0$ and states that $H$ is symmetric, the energy and singles residuals vanish, the EOM eigenvalues are exactly $\pm i$, and every eigenvalue of the full $\bar H$ is real.

The Hamiltonian is a chosen matrix, not one derived from electronic integrals, and the cluster solution does not describe its ground state: at $g=1,d=0$ the eigenvalues of $H$ are $-\sqrt3,0,0,\sqrt3$, while $E=0$. Here $e_0$ is itself an eigenvector of $H$ with energy 0, so $T=0$ also solves the cluster equations; for that solution the singles block is real symmetric and its eigenvalues are real. The complex pair belongs to the nonzero solution $T$ chosen above. Within that four-state model, the result shows that solving the cluster equations does not by itself guarantee real energies from truncated EOM.

```lean
import Mathlib

open Matrix
open scoped ComplexOrder

namespace ComplexEOMExcitations

noncomputable section

/-- `μ` is an eigenvalue of the square matrix `M`: some nonzero vector obeys `M v = μ v`. -/
def IsEigenvalue {n : Type*} [Fintype n] (M : Matrix n n ℂ) (μ : ℂ) : Prop :=
  ∃ v : n → ℂ, v ≠ 0 ∧ M *ᵥ v = μ • v

/-- The similarity-transformed Hamiltonian `exp(-T) H exp(T)`. -/
def hbar {n : Type*} [Fintype n] [DecidableEq n] (H T : Matrix n n ℂ) : Matrix n n ℂ :=
  NormedSpace.exp (-T) * H * NormedSpace.exp T

/-- The equation-of-motion matrix: the block of `Hbar` on the determinants listed by `s`,
shifted by the coupled-cluster energy `⟨ref| Hbar |ref⟩`. -/
def eomMatrix {n m : Type*} [Fintype n] [DecidableEq n] [DecidableEq m]
    (H T : Matrix n n ℂ) (ref : n) (s : m → n) : Matrix m m ℂ :=
  (hbar H T).submatrix s s - (hbar H T ref ref) • (1 : Matrix m m ℂ)

/-- The first excitation operator, sending `e0` to `e1` and `e2` to `e3`. -/
def X1 : Matrix (Fin 4) (Fin 4) ℂ := !![0, 0, 0, 0; 1, 0, 0, 0; 0, 0, 0, 0; 0, 0, 1, 0]

/-- The second excitation operator, sending `e0` to `e2` and `e1` to `e3`. -/
def X2 : Matrix (Fin 4) (Fin 4) ℂ := !![0, 0, 0, 0; 0, 0, 0, 0; 1, 0, 0, 0; 0, 1, 0, 0]

/-- The singles cluster operator with both amplitudes equal to one. -/
def cluster : Matrix (Fin 4) (Fin 4) ℂ := X1 + X2

/-- The positions of the two singly excited determinants in the basis. -/
def singles : Fin 2 → Fin 4 := ![1, 2]

/-- The model Hamiltonian with real single-double coupling `g` and single-single
coupling `d`. -/
def ham (g d : ℝ) : Matrix (Fin 4) (Fin 4) ℂ :=
  !![0, 0, 0, 0;
     0, -(g : ℂ) - (d : ℂ), (d : ℂ), (g : ℂ);
     0, (d : ℂ), (g : ℂ) - (d : ℂ), -(g : ℂ);
     0, (g : ℂ), -(g : ℂ), 0]

/-- The exponential of an operator with vanishing cube terminates at second order. -/
theorem exp_of_cube_zero {n : Type*} [Fintype n] [DecidableEq n] (A : Matrix n n ℂ)
    (h : A ^ 3 = 0) : NormedSpace.exp A = 1 + A + (2 : ℂ)⁻¹ • A ^ 2 := by
  have h1 : NormedSpace.exp A = ∑' k : ℕ, ((k.factorial : ℂ)⁻¹) • A ^ k :=
    congrFun (NormedSpace.exp_eq_tsum (𝕂 := ℂ)) A
  -- all terms of order three and higher vanish
  have hz : ∀ k ∉ Finset.range 3, ((k.factorial : ℂ)⁻¹) • A ^ k = 0 := by
    intro k hk
    have h3 : 3 ≤ k := by
      rw [Finset.mem_range] at hk
      omega
    obtain ⟨m, rfl⟩ := Nat.exists_eq_add_of_le h3
    rw [pow_add, h, zero_mul, smul_zero]
  have h2 : ∑' k : ℕ, ((k.factorial : ℂ)⁻¹) • A ^ k
      = ∑ k ∈ Finset.range 3, ((k.factorial : ℂ)⁻¹) • A ^ k := tsum_eq_sum hz
  rw [h1, h2]
  simp [Finset.sum_range_succ, Nat.factorial_two]

/-- For a Hermitian Hamiltonian and any operator `T`, every eigenvalue of the full matrix
`exp(-T) H exp(T)` is real. -/
theorem hbar_eigenvalue_real {n : Type*} [Fintype n] [DecidableEq n] (H T : Matrix n n ℂ)
    (hH : H.IsHermitian) (μ : ℂ) (hμ : IsEigenvalue (hbar H T) μ) : μ.im = 0 := by
  obtain ⟨v, hv0, hv⟩ := hμ
  unfold hbar at hv
  have hc : Commute T (-T) := (Commute.refl T).neg_right
  have hadd : NormedSpace.exp (T + -T) = NormedSpace.exp T * NormedSpace.exp (-T) := by
    apply Matrix.exp_add_of_commute
    exact hc
  have hEF : NormedSpace.exp T * NormedSpace.exp (-T) = 1 := by
    rw [← hadd, add_neg_cancel, NormedSpace.exp_zero]
  generalize NormedSpace.exp T = E at hv hEF
  generalize NormedSpace.exp (-T) = F at hv hEF
  have hFE : F * E = 1 := mul_eq_one_comm.mp hEF
  -- `exp(T) v` is an eigenvector of `H` itself
  obtain ⟨w, hw0, hw⟩ : ∃ w : n → ℂ, w ≠ 0 ∧ H *ᵥ w = μ • w := by
    refine ⟨E *ᵥ v, ?_, ?_⟩
    · intro h0
      apply hv0
      have hback : v = F *ᵥ (E *ᵥ v) := by
        rw [Matrix.mulVec_mulVec, hFE, Matrix.one_mulVec]
      rw [hback, h0, Matrix.mulVec_zero]
    · calc H *ᵥ (E *ᵥ v) = E *ᵥ ((F * H * E) *ᵥ v) := by
            rw [Matrix.mulVec_mulVec, Matrix.mulVec_mulVec, ← mul_assoc, ← mul_assoc, hEF,
              one_mul]
        _ = μ • (E *ᵥ v) := by rw [hv, Matrix.mulVec_smul]
  -- act with `H` to the left and to the right in `⟨w| H |w⟩`
  have h1 : star w ᵥ* H = star μ • star w := by
    have h := Matrix.star_mulVec H w
    rw [hH.eq, hw, star_smul] at h
    exact h.symm
  have h2 : star w ⬝ᵥ (H *ᵥ w) = (star w ᵥ* H) ⬝ᵥ w := Matrix.dotProduct_mulVec _ _ _
  rw [h1, hw, dotProduct_smul, smul_dotProduct] at h2
  simp only [smul_eq_mul] at h2
  have hs : star w ⬝ᵥ w ≠ 0 := fun h => hw0 (dotProduct_star_self_eq_zero.mp h)
  have h3 : μ = star μ := mul_right_cancel₀ hs h2
  exact Complex.conj_eq_iff_im.mp h3.symm

/-- The two excitation operators square to zero and commute, and their product sends the
reference to the double. -/
theorem excitation_algebra :
    X1 * X1 = 0 ∧ X2 * X2 = 0 ∧ X1 * X2 = X2 * X1 ∧ X1 * X2 = Matrix.single 3 0 1 := by
  refine ⟨?_, ?_, ?_, ?_⟩ <;> ext i j <;> fin_cases i <;> fin_cases j <;>
    simp [X1, X2, Matrix.mul_apply, Fin.sum_univ_four, Matrix.single]

/-- The explicit matrix of the cluster operator. -/
theorem cluster_eq : cluster = !![0, 0, 0, 0; 1, 0, 0, 0; 1, 0, 0, 0; 0, 1, 1, 0] := by
  ext i j
  fin_cases i <;> fin_cases j <;> simp [cluster, X1, X2]

/-- The explicit matrices of `exp(T)` and `exp(-T)` for the cluster operator. -/
theorem exp_cluster :
    NormedSpace.exp cluster = !![1, 0, 0, 0; 1, 1, 0, 0; 1, 0, 1, 0; 1, 1, 1, 1] ∧
    NormedSpace.exp (-cluster) = !![1, 0, 0, 0; -1, 1, 0, 0; -1, 0, 1, 0; 1, -1, -1, 1] := by
  have h2 : cluster ^ 2 = !![0, 0, 0, 0; 0, 0, 0, 0; 0, 0, 0, 0; 2, 0, 0, 0] := by
    rw [pow_two, cluster_eq]
    ext i j
    fin_cases i <;> fin_cases j <;> simp [Matrix.mul_apply, Fin.sum_univ_four]
    norm_num
  have h3 : cluster ^ 3 = 0 := by
    have h : cluster ^ 3 = cluster ^ 2 * cluster := pow_succ _ 2
    rw [h, h2, cluster_eq]
    ext i j
    fin_cases i <;> fin_cases j <;> simp [Matrix.mul_apply, Fin.sum_univ_four]
  have h3' : (-cluster) ^ 3 = 0 := by rw [neg_pow cluster 3, h3, mul_zero]
  constructor
  · rw [exp_of_cube_zero _ h3, h2, cluster_eq]
    ext i j
    fin_cases i <;> fin_cases j <;> simp
  · rw [exp_of_cube_zero _ h3', neg_sq, h2, cluster_eq]
    ext i j
    fin_cases i <;> fin_cases j <;> simp

/-- The model Hamiltonian is symmetric and Hermitian. -/
theorem ham_symm_hermitian (g d : ℝ) : (ham g d)ᵀ = ham g d ∧ (ham g d).IsHermitian := by
  constructor
  · ext i j
    fin_cases i <;> fin_cases j <;> simp [ham, Matrix.transpose_apply]
  · show (ham g d)ᴴ = ham g d
    ext i j
    fin_cases i <;> fin_cases j <;>
      simp [ham, Matrix.conjTranspose_apply, Complex.conj_ofReal]

/-- The explicit similarity-transformed model Hamiltonian. -/
theorem hbar_ham (g d : ℝ) :
    hbar (ham g d) cluster =
      !![0, 0, 0, 0;
         0, -(d : ℂ), (d : ℂ) + (g : ℂ), (g : ℂ);
         0, (d : ℂ) - (g : ℂ), -(d : ℂ), -(g : ℂ);
         0, 2 * (g : ℂ), -(2 * (g : ℂ)), 0] := by
  have h1 : ham g d * !![1, 0, 0, 0; 1, 1, 0, 0; 1, 0, 1, 0; 1, 1, 1, 1] =
      !![0, 0, 0, 0;
         0, -(d : ℂ), (d : ℂ) + (g : ℂ), (g : ℂ);
         0, (d : ℂ) - (g : ℂ), -(d : ℂ), -(g : ℂ);
         0, (g : ℂ), -(g : ℂ), 0] := by
    ext i j
    fin_cases i <;> fin_cases j <;> simp [ham, Matrix.mul_apply, Fin.sum_univ_four] <;> ring
  unfold hbar
  rw [exp_cluster.1, exp_cluster.2, mul_assoc, h1]
  ext i j
  fin_cases i <;> fin_cases j <;> simp [Matrix.mul_apply, Fin.sum_univ_four] <;> ring

/-- The equation-of-motion matrix of the model in the space of singles. -/
theorem eomMatrix_ham (g d : ℝ) :
    eomMatrix (ham g d) cluster 0 singles =
      !![-(d : ℂ), (d : ℂ) + (g : ℂ); (d : ℂ) - (g : ℂ), -(d : ℂ)] := by
  have hb : (hbar (ham g d) cluster).submatrix singles singles =
      !![-(d : ℂ), (d : ℂ) + (g : ℂ); (d : ℂ) - (g : ℂ), -(d : ℂ)] := by
    rw [hbar_ham]
    ext i j
    fin_cases i <;> fin_cases j <;> first | rfl | simp [singles]
  have h0 : hbar (ham g d) cluster 0 0 = 0 := by simp [hbar_ham]
  unfold eomMatrix
  rw [hb, h0, zero_smul, sub_zero]

/-- The eigenvalues of the singles equation-of-motion matrix are the roots of
`(μ + d)² = d² - g²`. -/
theorem eom_eigenvalue_iff (g d : ℝ) (μ : ℂ) :
    IsEigenvalue (eomMatrix (ham g d) cluster 0 singles) μ ↔
      (μ + (d : ℂ)) ^ 2 = (d : ℂ) ^ 2 - (g : ℂ) ^ 2 := by
  have hone : ∀ v : Fin 2 → ℂ, (μ • (1 : Matrix (Fin 2) (Fin 2) ℂ)) *ᵥ v = μ • v := by
    intro v
    first
      | rw [Matrix.smul_mulVec, Matrix.one_mulVec]
      | rw [Matrix.smul_mulVec_assoc, Matrix.one_mulVec]
      | (ext i; simp [Matrix.mulVec, dotProduct, Matrix.one_apply])
  have hker : ∀ (M : Matrix (Fin 2) (Fin 2) ℂ) (v : Fin 2 → ℂ),
      M *ᵥ v = μ • v ↔ (M - μ • (1 : Matrix (Fin 2) (Fin 2) ℂ)) *ᵥ v = 0 := by
    intro M v
    rw [Matrix.sub_mulVec, hone, sub_eq_zero]
  -- the secular determinant
  have hdet : ∀ M : Matrix (Fin 2) (Fin 2) ℂ,
      IsEigenvalue M μ ↔ (M - μ • (1 : Matrix (Fin 2) (Fin 2) ℂ)).det = 0 := by
    intro M
    rw [← Matrix.exists_mulVec_eq_zero_iff]
    constructor
    · rintro ⟨v, h0, hv⟩
      exact ⟨v, h0, (hker M v).mp hv⟩
    · rintro ⟨v, h0, hv⟩
      exact ⟨v, h0, (hker M v).mpr hv⟩
  have hM : !![-(d : ℂ), (d : ℂ) + (g : ℂ); (d : ℂ) - (g : ℂ), -(d : ℂ)]
      - μ • (1 : Matrix (Fin 2) (Fin 2) ℂ)
      = !![-(d : ℂ) - μ, (d : ℂ) + (g : ℂ); (d : ℂ) - (g : ℂ), -(d : ℂ) - μ] := by
    ext i j
    fin_cases i <;> fin_cases j <;> simp [Matrix.one_apply]
  rw [hdet, eomMatrix_ham, hM, Matrix.det_fin_two_of]
  constructor <;> intro h <;> linear_combination h

/-- All eigenvalues of the singles equation-of-motion matrix are real exactly when
`g² ≤ d²`. -/
theorem eom_real_iff (g d : ℝ) :
    (∀ μ : ℂ, IsEigenvalue (eomMatrix (ham g d) cluster 0 singles) μ → μ.im = 0) ↔
      g ^ 2 ≤ d ^ 2 := by
  constructor
  · intro h
    by_contra hlt
    have hpos : 0 < g ^ 2 - d ^ 2 := by linarith [not_le.mp hlt]
    obtain ⟨s, hs, hs0⟩ : ∃ s : ℝ, s ^ 2 = g ^ 2 - d ^ 2 ∧ 0 < s :=
      ⟨Real.sqrt (g ^ 2 - d ^ 2), Real.sq_sqrt hpos.le, Real.sqrt_pos.mpr hpos⟩
    have hsC : (s : ℂ) ^ 2 = (g : ℂ) ^ 2 - (d : ℂ) ^ 2 := by exact_mod_cast hs
    -- the root `-d + i s` has nonzero imaginary part
    have hroot : (-(d : ℂ) + Complex.I * (s : ℂ) + (d : ℂ)) ^ 2
        = (d : ℂ) ^ 2 - (g : ℂ) ^ 2 := by
      linear_combination ((s : ℂ) ^ 2) * Complex.I_sq - hsC
    have hzero := h _ ((eom_eigenvalue_iff g d _).mpr hroot)
    have him : (-(d : ℂ) + Complex.I * (s : ℂ)).im = s := by simp
    rw [him] at hzero
    exact hs0.ne' hzero
  · intro hle μ hμ
    have h := (eom_eigenvalue_iff g d μ).mp hμ
    -- a complex number whose square is a nonnegative real is real
    have key : ∀ (z : ℂ) (r : ℝ), 0 ≤ r → z * z = (r : ℂ) → z.im = 0 := by
      intro z r hr hz
      have hre := congrArg Complex.re hz
      have him := congrArg Complex.im hz
      rw [Complex.mul_re, Complex.ofReal_re] at hre
      rw [Complex.mul_im, Complex.ofReal_im] at him
      by_contra hy
      have hprod : z.re * z.im = 0 := by linear_combination (1 / 2 : ℝ) * him
      have hx : z.re = 0 := (mul_eq_zero.mp hprod).resolve_right hy
      have hyy : 0 < z.im * z.im := mul_self_pos.mpr hy
      rw [hx] at hre
      linarith
    have hk := key (μ + (d : ℂ)) (d ^ 2 - g ^ 2) (by linarith)
      (by push_cast; linear_combination h)
    simpa using hk

/-- For the symmetric Hamiltonian `ham 1 0` and `T = E₁₀ + E₂₀ + E₃₁ + E₃₂` the energy and the
singles residuals vanish, the singles block of `Hbar` is `[[0,1],[-1,0]]` and the
equation-of-motion eigenvalues are exactly `i` and `-i`, while every eigenvalue of the full
`Hbar` is real. -/
theorem complex_excitation_energies :
    ham 1 0 = !![0, 0, 0, 0; 0, -1, 0, 1; 0, 0, 1, -1; 0, 1, -1, 0] ∧
    (ham 1 0)ᵀ = ham 1 0 ∧
    cluster = Matrix.single 1 0 1 + Matrix.single 2 0 1 + Matrix.single 3 1 1
      + Matrix.single 3 2 1 ∧
    hbar (ham 1 0) cluster 0 0 = 0 ∧
    (∀ a : Fin 2, hbar (ham 1 0) cluster (singles a) 0 = 0) ∧
    (hbar (ham 1 0) cluster).submatrix singles singles = !![0, 1; -1, 0] ∧
    (∀ μ : ℂ, IsEigenvalue (eomMatrix (ham 1 0) cluster 0 singles) μ ↔
      μ = Complex.I ∨ μ = -Complex.I) ∧
    (∀ μ : ℂ, IsEigenvalue (hbar (ham 1 0) cluster) μ → μ.im = 0) := by
  refine ⟨?_, (ham_symm_hermitian 1 0).1, ?_, ?_, ?_, ?_, ?_,
    hbar_eigenvalue_real _ _ (ham_symm_hermitian 1 0).2⟩
  · ext i j
    fin_cases i <;> fin_cases j <;> simp [ham]
  · rw [cluster_eq]
    ext i j
    fin_cases i <;> fin_cases j <;> simp [Matrix.single]
  · simp [hbar_ham]
  · intro a
    fin_cases a <;> simp [hbar_ham, singles]
  · ext i j
    fin_cases i <;> fin_cases j <;> simp [hbar_ham, singles]
  · intro μ
    rw [eom_eigenvalue_iff, Complex.ofReal_zero, Complex.ofReal_one]
    constructor
    · intro h
      -- the secular equation `μ² + 1 = 0` factorises
      have hf : (μ - Complex.I) * (μ + Complex.I) = 0 := by
        linear_combination h - Complex.I_sq
      rcases mul_eq_zero.mp hf with h1 | h1
      · left
        linear_combination h1
      · right
        linear_combination h1
    · rintro (h | h)
      · rw [h]
        linear_combination Complex.I_sq
      · rw [h]
        linear_combination Complex.I_sq

end

end ComplexEOMExcitations
```

```lean
#print axioms ComplexEOMExcitations.excitation_algebra
#print axioms ComplexEOMExcitations.eom_real_iff
#print axioms ComplexEOMExcitations.complex_excitation_energies
```

```
'ComplexEOMExcitations.excitation_algebra' depends on axioms: [propext, Classical.choice, Quot.sound]
'ComplexEOMExcitations.eom_real_iff' depends on axioms: [propext, Classical.choice, Quot.sound]
'ComplexEOMExcitations.complex_excitation_energies' depends on axioms: [propext, Classical.choice, Quot.sound]
```

The proof follows the calculation above. `exp_of_cube_zero` cuts the exponential series after second order, and `exp_cluster` applies this to $\pm T$. `excitation_algebra` checks that $T$ is built from two commuting excitations that each square to zero. `hbar_ham` multiplies out $\bar H$, with `fin_cases` reducing matrix equality to individual entries, and `eomMatrix_ham` extracts $M$.

`eom_eigenvalue_iff` turns the existence of a nonzero eigenvector into a vanishing determinant; `linear_combination` then rearranges it into the secular equation. For `eom_real_iff`, if $g^2>d^2$ the proof exhibits the root $-d+i\sqrt{g^2-d^2}$. Otherwise $(\mu+d)^2$ is a nonnegative real number, which forces $\mu$ to be real. `hbar_eigenvalue_real` carries out the similarity and Hermiticity argument for any finite matrix size and any $T$. The final theorem factors $\mu^2+1$ as $(\mu-i)(\mu+i)$.

In a calculation, the corresponding step is the diagonalisation of a real nonsymmetric matrix. LAPACK's `dgeev` returns the real and imaginary parts of the eigenvalues in separate arrays. For the matrix $M$ at $g=1,d=0$, code that reads only the real parts would report two zero excitation energies.
